# The logarithmic energy gain when two linear bands are coupled in one dimension

One way to obtain the force constant of a lattice distortion is to compute the total energy at a few small amplitudes and fit a parabola. The fit presupposes that the energy change divided by the squared amplitude settles to a finite number. Take a one-dimensional metal at zero temperature, modelled by non-interacting electrons in two linear bands that cross at the Fermi level, and let the distortion couple the bands with a strength \(v\) proportional to its amplitude. Then it does not: the electronic part of this ratio falls without bound, like a positive constant times \(\log v\).

## The energy change by hand

Near the crossing of two linear bands, a pair of states has energies \(x\) and \(-x\). A coupling \(v>0\) mixes them:

\[
H(x,v)=\begin{pmatrix}x&v\\ v&-x\end{pmatrix},\qquad \det(H-e)=e^2-(x^2+v^2).
\]

The lower level is therefore \(-\sqrt{x^2+v^2}\), and for \(x\ge 0\) it was \(-x\) before the coupling. With the lower band filled, the upper band empty and a cutoff \(W>0\), the energy change is

\[
E_W(v)=\int_0^W\left(x-\sqrt{x^2+v^2}\right)dx .
\]

The claim is that, as \(v\to0^+\), \(E_W(v)/(v^2\log v)\to\tfrac12\) and \(E_W(v)/v^2\to-\infty\), so that no finite second-order coefficient exists.

Since

\[
\frac{d}{dx}\left[x\sqrt{x^2+v^2}+v^2\operatorname{arsinh}\frac xv\right]
=\sqrt{x^2+v^2}+\frac{x^2+v^2}{\sqrt{x^2+v^2}}=2\sqrt{x^2+v^2},
\]

writing \(S=\sqrt{W^2+v^2}\) gives

\[
E_W(v)=\frac{W^2}{2}-\frac12\left(WS+v^2\operatorname{arsinh}\frac Wv\right).
\]

Now \(\operatorname{arsinh}(W/v)=\log(W+S)-\log v\), and \(S^2-W^2=v^2\) gives \(W^2-WS=-Wv^2/(W+S)\). Hence

\[
\frac{E_W(v)}{v^2}=\frac12\left[\log v-R(v)\right],\qquad R(v)=\log(W+S)+\frac{W}{W+S}.
\]

As \(v\to0^+\), \(S\to W\) and \(R(v)\to\log(2W)+\tfrac12\), which is finite, while \(\log v\to-\infty\). This proves the divergence. Dividing by \(\log v\) gives \(\tfrac12(1-R(v)/\log v)\to\tfrac12\).

## What a parabolic fit sees

For \(W=1\), the ratio \(E_1(v)/v^2\) is about \(-1.75\) at \(v=0.1\), \(-2.90\) at \(v=0.01\) and \(-4.05\) at \(v=0.001\). Each tenfold reduction of the amplitude lowers the fitted electronic coefficient by about \(\tfrac12\log 10\approx1.15\). The ratio to \(v^2\log v\) approaches its limit slowly: at \(v=0.001\) it is still about \(0.586\). These numbers belong to the continuous integral. In a sum over finitely many values \(x>0\), each term \(x-\sqrt{x^2+v^2}\) is close to \(-v^2/(2x)\) once \(v\) is much smaller than \(x\), so the ratio settles to a finite value that depends on the mesh.

## Elastic cost and the equilibrium gap

The integral \(E_W\) counts one side of the crossing with density of states one. Let \(g\) be the factor that turns it into the electronic energy change of the metal; it contains the density of states, the second side of the crossing and spin. Write the elastic energy of the distortion as \(gKv^2\), so that \(K\) is the coefficient of \(v^2\) in the elastic energy, divided by \(g\); an elastic energy \(\tfrac12\kappa v^2\) with force constant \(\kappa\) gives \(K=\kappa/(2g)\). In units of \(g\), the total energy change is then \(E_W(v)+Kv^2\). Because \(E_W(v)/v^2\) eventually lies below \(-K\), this sum is negative for every sufficiently small \(v>0\), however stiff the lattice. Differentiating the closed form,

\[
E_W'(v)=-\frac12\left(\frac{Wv}{S}+2v\operatorname{arsinh}\frac Wv-\frac{Wv}{S}\right)=-v\operatorname{arsinh}\frac Wv .
\]

The total energy is stationary at \(v>0\) when \(2K=\operatorname{arsinh}(W/v)\), that is, when \(v\sinh(2K)=W\). For \(K>0\) the slope \(v\,(2K-\operatorname{arsinh}(W/v))\) is negative below this coupling and positive above it, so the point is the minimum. The gap between the two levels at the crossing is \(2v\). In the stiff limit of large \(K\) the equation gives \(v\approx 2We^{-2K}\), an exponentially small coupling.

## The two-band model in Lean

```lean
import Mathlib

open Filter Topology

namespace PeierlsGap

noncomputable section
```

The Hamiltonian is a real \(2\times2\) matrix, with `x` the unperturbed energy and `v` the coupling.

```lean
/-- Hamiltonian of two linear bands with energies `x` and `-x`, coupled by `v`. -/
def bandHamiltonian (x v : ℝ) : Matrix (Fin 2) (Fin 2) ℝ := !![x, v; v, -x]
```

The lower band is defined by its formula; its link to the matrix is proved below.

```lean
/-- Energy of the lower band at unperturbed energy `x` and coupling `v`. -/
def lowerBand (x v : ℝ) : ℝ := -√(x ^ 2 + v ^ 2)
```

`gapEnergy W v` is \(E_W(v)\), the integral of the lower band with coupling minus the lower band without it. The integration variable is energy, with constant weight one, so a constant density of states would multiply the result. Only the side \(x\ge0\) of the crossing is counted; the other side contributes equally. The coupling is the same for all \(x\), and the lower band stays filled. Electron interactions, temperature and lattice fluctuations are absent.

```lean
/-- Change in the energy of the filled lower band, integrated from `0` to the cutoff `W`,
when the coupling `v` is switched on. -/
def gapEnergy (W v : ℝ) : ℝ := ∫ x in (0 : ℝ)..W, (lowerBand x v - lowerBand x 0)
```

The next theorem says that `lowerBand x v` belongs to the set of roots of the characteristic equation and lies below every other member. The step `hdet` expands the determinant. For any root \(e\), \(x^2+v^2=e^2\), so the lower band equals \(-|e|\), which is at most \(e\).

```lean
/-- The lower band is the smallest root of the characteristic equation of the
two-band Hamiltonian. -/
theorem lowerBand_isLeast (x v : ℝ) :
    IsLeast {e : ℝ | (bandHamiltonian x v - e • (1 : Matrix (Fin 2) (Fin 2) ℝ)).det = 0}
      (lowerBand x v) := by
  have hdet : ∀ e : ℝ, (bandHamiltonian x v - e • (1 : Matrix (Fin 2) (Fin 2) ℝ)).det
      = e ^ 2 - (x ^ 2 + v ^ 2) := by
    intro e
    simp [bandHamiltonian, Matrix.det_fin_two]
    ring
  constructor
  · show (bandHamiltonian x v - lowerBand x v • (1 : Matrix (Fin 2) (Fin 2) ℝ)).det = 0
    rw [hdet, lowerBand, neg_sq, Real.sq_sqrt (by positivity), sub_self]
  · intro e he
    have h : e ^ 2 - (x ^ 2 + v ^ 2) = 0 := by
      rw [← hdet]
      exact he
    have h2 : x ^ 2 + v ^ 2 = e ^ 2 := by linarith
    rw [lowerBand, h2, Real.sqrt_sq_eq_abs]
    exact neg_abs_le e
```

On \([0,W]\) the uncoupled lower band is \(-\sqrt{x^2}=-x\), so the definition reduces to the integral used above. The hypothesis `0 ≤ W` ensures that \(x\) is nonnegative throughout.

```lean
/-- For a nonnegative cutoff, the energy change is the integral of `x - √(x² + v²)`. -/
theorem gapEnergy_eq_integral {W : ℝ} (hW : 0 ≤ W) (v : ℝ) :
    gapEnergy W v = ∫ x in (0 : ℝ)..W, (x - √(x ^ 2 + v ^ 2)) := by
  unfold gapEnergy
  apply intervalIntegral.integral_congr
  intro x hx
  rw [Set.uIcc_of_le hW] at hx
  have h : √(x ^ 2 + 0 ^ 2) = x := by
    rw [show x ^ 2 + (0 : ℝ) ^ 2 = x ^ 2 by ring, Real.sqrt_sq hx.1]
  simp only [lowerBand]
  rw [h]
  ring
```

## From the antiderivative to the logarithm

Two auxiliary results prepare the differentiation. The first is \(\sqrt{1+(x/v)^2}=\sqrt{x^2+v^2}/v\), which simplifies both the derivative of arsinh and its logarithmic form.

```lean
/-- For `v > 0`, measuring energies in units of the coupling takes a factor `v` out of
the band energy. -/
theorem sqrt_ratio {v : ℝ} (hv : 0 < v) (x : ℝ) :
    √(1 + (x / v) ^ 2) = √(x ^ 2 + v ^ 2) / v := by
  have h : 1 + (x / v) ^ 2 = (x ^ 2 + v ^ 2) / v ^ 2 := by
    rw [div_pow, add_div, div_self (pow_ne_zero 2 hv.ne'), add_comm]
  rw [h, Real.sqrt_div' _ (sq_nonneg v), Real.sqrt_sq hv.le]
```

The second is the slope of a hyperbolic band. It serves first with \(x\) as the variable and later, in the gap equation, with the coupling as the variable.

```lean
/-- Where `x² + a²` is positive, the slope of the hyperbolic band `√(x² + a²)` in `x`
is `x / √(x² + a²)`. -/
theorem hasDerivAt_band {x a : ℝ} (h : 0 < x ^ 2 + a ^ 2) :
    HasDerivAt (fun y : ℝ => √(y ^ 2 + a ^ 2)) (x / √(x ^ 2 + a ^ 2)) x := by
  have h0 : HasDerivAt (fun y : ℝ => y ^ 2) (2 * x) x := by
    simpa using hasDerivAt_pow 2 x
  refine ((h0.add_const (a ^ 2)).sqrt h.ne').congr_deriv ?_
  rw [mul_div_mul_left _ _ two_ne_zero]
```

The closed form follows from the fundamental theorem of calculus. Here `hd` states that the proposed antiderivative has the integrand as its derivative, and `e` is the identity \((x^2+v^2)/\sqrt{x^2+v^2}=\sqrt{x^2+v^2}\) from the hand derivation. The contribution at \(x=0\) vanishes. At the smallest cutoff, \(W=0\), both sides are zero.

```lean
/-- Closed form of the energy change for a nonnegative cutoff and a positive coupling. -/
theorem gapEnergy_closed {W v : ℝ} (hW : 0 ≤ W) (hv : 0 < v) :
    gapEnergy W v
      = W ^ 2 / 2 - (W * √(W ^ 2 + v ^ 2) + v ^ 2 * Real.arsinh (W / v)) / 2 := by
  have hd : ∀ x ∈ Set.uIcc 0 W, HasDerivAt
      (fun y : ℝ => y ^ 2 / 2 - (y * √(y ^ 2 + v ^ 2) + v ^ 2 * Real.arsinh (y / v)) / 2)
      (x - √(x ^ 2 + v ^ 2)) x := by
    intro x _
    have hpos : 0 < x ^ 2 + v ^ 2 := by positivity
    have hs : 0 < √(x ^ 2 + v ^ 2) := Real.sqrt_pos.2 hpos
    have h0 : HasDerivAt (fun y : ℝ => y ^ 2) (2 * x) x := by
      simpa using hasDerivAt_pow 2 x
    have h2 : HasDerivAt (fun y : ℝ => Real.arsinh (y / v)) (1 / √(x ^ 2 + v ^ 2)) x := by
      refine ((hasDerivAt_id' x).div_const v).arsinh.congr_deriv ?_
      simp only [smul_eq_mul]
      rw [sqrt_ratio hv]
      field_simp
    have e : x * (x / √(x ^ 2 + v ^ 2)) + v ^ 2 * (1 / √(x ^ 2 + v ^ 2))
        = √(x ^ 2 + v ^ 2) := by
      calc _ = (x ^ 2 + v ^ 2) / √(x ^ 2 + v ^ 2) := by ring
        _ = _ := Real.div_sqrt
    refine ((h0.div_const 2).fun_sub ((((hasDerivAt_id' x).fun_mul
      (hasDerivAt_band hpos)).fun_add (h2.const_mul (v ^ 2))).div_const 2)).congr_deriv ?_
    linear_combination (-1 / 2) * e
  rw [gapEnergy_eq_integral hW, intervalIntegral.integral_eq_sub_of_hasDerivAt hd
    (Continuous.intervalIntegrable (by fun_prop) _ _)]
  simp only [zero_div, Real.arsinh_zero, mul_zero, zero_mul, add_zero]
  ring
```

Division by \(v^2\) isolates the logarithm. The step `ha` writes arsinh as a difference of logarithms, and `hq` is the rationalisation based on \(S^2=W^2+v^2\).

```lean
/-- For positive cutoff and coupling, the energy change divided by `v²` is half of `log v`
minus an explicit function of `W` and `√(W² + v²)`. -/
theorem gapEnergy_div_sq {W v : ℝ} (hW : 0 < W) (hv : 0 < v) :
    gapEnergy W v / v ^ 2 = (Real.log v
      - (Real.log (W + √(W ^ 2 + v ^ 2)) + W / (W + √(W ^ 2 + v ^ 2)))) / 2 := by
  have hS : 0 < W + √(W ^ 2 + v ^ 2) := by positivity
  have hsq : √(W ^ 2 + v ^ 2) ^ 2 = W ^ 2 + v ^ 2 := Real.sq_sqrt (by positivity)
  have ha : Real.arsinh (W / v) = Real.log (W + √(W ^ 2 + v ^ 2)) - Real.log v := by
    rw [Real.arsinh, sqrt_ratio hv, ← add_div, Real.log_div hS.ne' hv.ne']
  have hq : W / (W + √(W ^ 2 + v ^ 2)) = (√(W ^ 2 + v ^ 2) - W) * W / v ^ 2 := by
    rw [div_eq_div_iff hS.ne' (pow_ne_zero 2 hv.ne')]
    linear_combination (-W) * hsq
  rw [gapEnergy_closed hW.le hv, ha, hq]
  field_simp
  ring
```

## The limits at vanishing coupling

The main theorem holds for every \(W>0\). The filter `𝓝[>] 0` means that \(v\) approaches zero through positive values, and `atBot` means minus infinity. The three parts are the limit \(\tfrac12\), the divergence of \(E_W(v)/v^2\), and the absence of any real number `c` to which that ratio converges.

In the proof, `hc` gives continuity of \(R\) at zero, and `hr` turns this into a one-sided limit. Adding the convergent term \(-R(v)\) to \(\log v\) and multiplying by \(\tfrac12\) yields `hbot`. The third part follows because a function tending to minus infinity has no finite limit. For the first part, `hinv` says that \(1/\log v\to0\), so \(R(v)/\log v\) vanishes; the condition \(\log v<0\), true for small \(v\), permits the division.

```lean
/-- For any cutoff `W > 0`, the energy change behaves as `(1/2) v² log v` when `v → 0+`;
its ratio to `v²` tends to minus infinity, and no finite second-order coefficient exists. -/
theorem gapEnergy_log_singularity {W : ℝ} (hW : 0 < W) :
    Tendsto (fun v => gapEnergy W v / (v ^ 2 * Real.log v)) (𝓝[>] 0) (𝓝 (1 / 2)) ∧
    Tendsto (fun v => gapEnergy W v / v ^ 2) (𝓝[>] 0) atBot ∧
    ¬ ∃ c : ℝ, Tendsto (fun v => gapEnergy W v / v ^ 2) (𝓝[>] 0) (𝓝 c) := by
  have hlog : Tendsto Real.log (𝓝[>] 0) atBot := Real.tendsto_log_nhdsGT_zero
  -- `R(v)`, the term subtracted from `log v` in `gapEnergy_div_sq`, is continuous at `v = 0`
  have hs : Continuous (fun v : ℝ => W + √(W ^ 2 + v ^ 2)) := by fun_prop
  have h0 : W + √(W ^ 2 + (0 : ℝ) ^ 2) ≠ 0 := by positivity
  have hc : ContinuousAt (fun v : ℝ => Real.log (W + √(W ^ 2 + v ^ 2))
      + W / (W + √(W ^ 2 + v ^ 2))) 0 :=
    (hs.continuousAt.log h0).add (continuousAt_const.div hs.continuousAt h0)
  have hr := hc.tendsto.mono_left (nhdsWithin_le_nhds (s := Set.Ioi 0))
  have hbot : Tendsto (fun v => gapEnergy W v / v ^ 2) (𝓝[>] 0) atBot := by
    have h := (hlog.atBot_add hr.neg).atBot_mul_const (by norm_num : (0 : ℝ) < 1 / 2)
    refine h.congr' ?_
    filter_upwards [self_mem_nhdsWithin] with v hv
    rw [gapEnergy_div_sq hW hv]
    ring
  refine ⟨?_, hbot, fun ⟨c, h⟩ => not_tendsto_nhds_of_tendsto_atBot hbot c h⟩
  -- after division by the logarithm the bounded part vanishes
  have hinv : Tendsto (fun v => (Real.log v)⁻¹) (𝓝[>] 0) (𝓝 0) :=
    tendsto_inv_atBot_zero.comp hlog
  have hlim := ((hr.mul hinv).const_sub 1).div_const 2
  simp only [mul_zero, sub_zero] at hlim
  refine hlim.congr' ?_
  filter_upwards [self_mem_nhdsWithin, hlog.eventually (eventually_lt_atBot 0)] with v hv hl
  rw [← div_div, gapEnergy_div_sq hW hv]
  linear_combination (-1 / 2) * mul_inv_cancel₀ hl.ne
```

## Instability and stationary coupling

In the next statement, `∀ᶠ v in 𝓝[>] (0 : ℝ)` means "for all sufficiently small positive \(v\)". The proof applies the divergence with the bound \(-K\) and multiplies by \(v^2>0\). This is the Peierls instability of the continuum two-band model with a quadratic elastic cost; the theorem does not derive that cost or the coupling from a lattice Hamiltonian.

```lean
/-- Peierls instability: for any cutoff `W > 0` and any stiffness `K`, every sufficiently
small positive coupling makes the band energy change plus the elastic cost `K v²` negative. -/
theorem peierls_instability {W : ℝ} (hW : 0 < W) (K : ℝ) :
    ∀ᶠ v in 𝓝[>] (0 : ℝ), gapEnergy W v + K * v ^ 2 < 0 := by
  filter_upwards [self_mem_nhdsWithin,
    (gapEnergy_log_singularity hW).2.1.eventually (eventually_lt_atBot (-K))] with v hv h
  have hv2 : 0 < v ^ 2 := pow_pos hv 2
  rw [div_lt_iff₀ hv2] at h
  linarith
```

The gap equation is an equivalence: the total energy has derivative zero at a given \(v>0\) exactly when \(v\sinh(2K)=W\). It concerns stationarity and does not state that the point is a minimum.

The derivatives `h0`, `h1` and `h2` combine into `hE`, which is \(E_W'(v)=-v\operatorname{arsinh}(W/v)\). The closed form is available only for positive couplings, but these include a neighbourhood of \(v\), which is enough for a derivative. In one direction, uniqueness of the derivative gives \(\operatorname{arsinh}(W/v)=2K\), and applying sinh gives the equation. In the other, the equation is inserted into arsinh and the total derivative becomes zero. For \(W=0\) the band energy vanishes, and the condition correctly reduces to \(K=0\).

```lean
/-- Gap equation: for a nonnegative cutoff, the band energy change plus the elastic cost
`K v²` is stationary at a coupling `v > 0` exactly when `v sinh (2K) = W`. -/
theorem gap_equation {W v : ℝ} (hW : 0 ≤ W) (hv : 0 < v) (K : ℝ) :
    HasDerivAt (fun u => gapEnergy W u + K * u ^ 2) 0 v ↔ v * Real.sinh (2 * K) = W := by
  have hpos : 0 < v ^ 2 + W ^ 2 := by positivity
  have hs : 0 < √(W ^ 2 + v ^ 2) := Real.sqrt_pos.2 (by positivity)
  have h0 : HasDerivAt (fun u : ℝ => u ^ 2) (2 * v) v := by
    simpa using hasDerivAt_pow 2 v
  have h1 : HasDerivAt (fun u : ℝ => √(W ^ 2 + u ^ 2)) (v / √(W ^ 2 + v ^ 2)) v := by
    simpa only [add_comm] using hasDerivAt_band hpos
  have h2 : HasDerivAt (fun u : ℝ => Real.arsinh (W / u)) (-W / (v * √(W ^ 2 + v ^ 2))) v := by
    refine ((hasDerivAt_const v W).fun_div (hasDerivAt_id' v) hv.ne').arsinh.congr_deriv ?_
    simp only [smul_eq_mul, zero_mul, zero_sub, mul_one]
    rw [sqrt_ratio hv]
    field_simp
  -- the slope of the band energy is `-v arsinh (W / v)`
  have hE : HasDerivAt (gapEnergy W) (-(v * Real.arsinh (W / v))) v := by
    have h := (((h1.const_mul W).fun_add (h0.fun_mul h2)).div_const 2).const_sub (W ^ 2 / 2)
    refine (h.congr_deriv ?_).congr_of_eventuallyEq ?_
    · field_simp
      ring
    · filter_upwards [lt_mem_nhds hv] with u hu
      exact gapEnergy_closed hW hu
  have hd := hE.fun_add (h0.const_mul K)
  constructor
  · intro h
    have e := h.unique hd
    have ea : Real.arsinh (W / v) = 2 * K := by
      apply mul_left_cancel₀ hv.ne'
      linear_combination e
    rw [← ea, Real.sinh_arsinh]
    field_simp
  · intro h
    have ea : Real.arsinh (W / v) = 2 * K := by
      rw [← h, mul_div_cancel_left₀ _ hv.ne', Real.arsinh_sinh]
    refine hd.congr_deriv ?_
    rw [ea]
    ring

end

end PeierlsGap
```

```lean
#print axioms PeierlsGap.lowerBand_isLeast
#print axioms PeierlsGap.gapEnergy_log_singularity
#print axioms PeierlsGap.peierls_instability
#print axioms PeierlsGap.gap_equation
```

```
'PeierlsGap.lowerBand_isLeast' depends on axioms: [propext, Classical.choice, Quot.sound]
'PeierlsGap.gapEnergy_log_singularity' depends on axioms: [propext, Classical.choice, Quot.sound]
'PeierlsGap.peierls_instability' depends on axioms: [propext, Classical.choice, Quot.sound]
'PeierlsGap.gap_equation' depends on axioms: [propext, Classical.choice, Quot.sound]
```
